# Scaling Davidson's correction by 1 − 1/N removes the K⁴ error of CID for N separated H2 molecules in a two-level model

Let $N\ge1$ separated H2 molecules each have one double excitation, at energy $2D>0$ and coupled to the reference by $K$. Let $E$ be the correlation energy from configuration interaction with doubles (CID), and $w$ the weight of the reference in the normalised CID state. The error of $E+g(1-w)E$, measured from $N$ times the one-molecule energy and divided by $K^4$, satisfies

$$\frac{\Delta_g}{K^4}\to\frac{N(N-1-gN)}{8D^3}\qquad(K\to0).$$

The limit is zero exactly when $g=1-1/N$. Davidson's $g=1$ gives $-N/(8D^3)$, an overcorrection. This is $N$ times its value for one molecule, so at this order $g=1$ is size-consistent but not exact.

## Reading a Davidson-corrected energy

Many CI programs print the reference energy plus $E+(1-w)E$, an estimate meant to reduce the size-consistency error of CI. For non-interacting copies of this two-level molecule, the formulas below give the error left in that number. At small $K$, direct subtraction of the energies loses digits; for $g=1-1/N$ the $K^6$ form below has no cancellation.

## From the amplitudes to the error

Write $S=\sqrt{D^2+NK^2}$ and $s=\sqrt{D^2+K^2}$. With reference amplitude 1 and every excitation amplitude $c$, the eigenvalue equations are $NKc=E$ and $K+2Dc=Ec$. They are solved by $E=D-S$ and $c=-K/(D+S)$, because $S^2-D^2=NK^2$. For any real vector $x$ with reference component $x_0$ and excitation components $x_i$,

$$x\cdot Hx-E\,x\cdot x=(D+S)\sum_i(x_i-cx_0)^2\ge0,$$

where $H$ is the CID matrix, so $E$ is its lowest eigenvalue. The squared norm is $1+Nc^2=2S/(S+D)$, hence $w=\tfrac12+D/(2S)$.

Since $S-D=NK^2/(S+D)$, the Davidson term is

$$(1-w)E=-\frac{(S-D)^2}{2S}=-\frac{N^2K^4}{2S(S+D)^2}.$$

With $s-D=K^2/(s+D)$ and $S-s=(N-1)K^2/(S+s)$, the uncorrected error is

$$E-N(D-s)=\frac{NK^2(S-s)}{(S+D)(s+D)}=\frac{N(N-1)K^4}{(S+D)(s+D)(S+s)}.$$

Add $g$ times the first expression to the second, divide by $K^4$ and let $S,s\to D$: this is the stated limit.

If $Ng=N-1$, both terms carry the factor $N(N-1)$. Over a common denominator their difference contains

$$2S(S+D)-(s+D)(S+s)=(S-s)(2S+s+D),$$

and substituting for $S-s$ once more gives

$$\Delta_g=K^6\,\frac{N(N-1)^2(2S+s+D)}{2S(S+D)^2(s+D)(S+s)^2}.$$

This is positive for $N\ge2$ and $K\ne0$, and $\Delta_g/K^6\to N(N-1)^2/(16D^5)$. For $N=1$ the factor is $g=0$ and the error is zero: CID already treats one molecule exactly in this model.

The renormalised correction $E(1-w)/w=-(S-D)^2/(S+D)$ yields to the same substitution. When it replaces $g(1-w)E$, the error of the corrected energy divided by $K^4$ also tends to $-N/(8D^3)$, a result derived here without a Lean proof.

## The Lean file

```lean
import Mathlib

open Filter Topology Matrix

namespace ScaledDavidsonCorrection

noncomputable section

/-- The square root `√(D² + N K²)` that appears in the energy of `N` molecules. -/
def gap (D K : ℝ) (N : ℕ) : ℝ := √(D ^ 2 + N * K ^ 2)

/-- The CID Hamiltonian of `N` separated H2 molecules, relative to the reference energy: each
local double excitation lies at `2D` and couples to the reference by `K`. -/
def cidHamiltonian (D K : ℝ) (N : ℕ) : Matrix (Option (Fin N)) (Option (Fin N)) ℝ :=
  Matrix.of fun
    | none, none => 0
    | none, some _ => K
    | some _, none => K
    | some i, some j => if i = j then 2 * D else 0

/-- The CID correlation energy `E = D - √(D² + N K²)`, for `D > 0`. -/
def cidEnergy (D K : ℝ) (N : ℕ) : ℝ := D - gap D K N

/-- The amplitude of each double excitation, for `D > 0`, when the reference has amplitude one. -/
def amplitude (D K : ℝ) (N : ℕ) : ℝ := -K / (D + gap D K N)

/-- The CID state in intermediate normalisation, for `D > 0`. -/
def cidState (D K : ℝ) (N : ℕ) : Option (Fin N) → ℝ
  | none => 1
  | some _ => amplitude D K N

/-- The weight `w` of the reference in the normalised CID state, for `D > 0`. -/
def refWeight (D K : ℝ) (N : ℕ) : ℝ :=
  cidState D K N none ^ 2 / (cidState D K N ⬝ᵥ cidState D K N)

/-- The error of the corrected energy `E + g (1 - w) E`, for `D > 0`, measured from `N` times the
energy of a single molecule. -/
def correctionError (g D K : ℝ) (N : ℕ) : ℝ :=
  cidEnergy D K N + g * (1 - refWeight D K N) * cidEnergy D K N - N * cidEnergy D K 1

lemma gap_sq (D K : ℝ) (N : ℕ) : gap D K N ^ 2 = D ^ 2 + N * K ^ 2 :=
  Real.sq_sqrt (by positivity)

lemma gap_pos {D : ℝ} (hD : 0 < D) (K : ℝ) (N : ℕ) : 0 < gap D K N :=
  Real.sqrt_pos.mpr (by positivity)

lemma amplitude_mul {D : ℝ} (hD : 0 < D) (K : ℝ) (N : ℕ) :
    amplitude D K N * (D + gap D K N) = -K :=
  div_mul_cancel₀ _ (add_pos hD (gap_pos hD K N)).ne'

lemma energy_amplitude {D : ℝ} (hD : 0 < D) (K : ℝ) (N : ℕ) :
    N * (K * amplitude D K N) = D - gap D K N := by
  apply mul_right_cancel₀ (add_pos hD (gap_pos hD K N)).ne'
  linear_combination N * K * amplitude_mul hD K N + gap_sq D K N

/-- For `D > 0` the CID state is an eigenvector of the CID Hamiltonian with eigenvalue `E`, and no
state with real components has a lower energy expectation value. -/
theorem cid_ground_state {D : ℝ} (hD : 0 < D) (K : ℝ) (N : ℕ) :
    cidHamiltonian D K N *ᵥ cidState D K N = cidEnergy D K N • cidState D K N ∧
    ∀ x : Option (Fin N) → ℝ,
      cidEnergy D K N * (x ⬝ᵥ x) ≤ x ⬝ᵥ (cidHamiltonian D K N *ᵥ x) := by
  have hc := amplitude_mul hD K N
  have h1 := energy_amplitude hD K N
  have hS := gap_pos hD K N
  constructor
  · ext a
    cases a with
    | none =>
      simp [Matrix.mulVec, dotProduct, Fintype.sum_option, cidHamiltonian, cidState, cidEnergy]
      linear_combination h1
    | some i =>
      simp [Matrix.mulVec, dotProduct, Fintype.sum_option, cidHamiltonian, cidState, cidEnergy]
      linear_combination hc
  · intro x
    have hx : x ⬝ᵥ (cidHamiltonian D K N *ᵥ x) = x none * ∑ i, K * x (some i)
        + ∑ i, x (some i) * (K * x none + 2 * D * x (some i)) := by
      simp [Matrix.mulVec, dotProduct, Fintype.sum_option, cidHamiltonian]
    have hn : x ⬝ᵥ x = x none * x none + ∑ i, x (some i) * x (some i) := by
      simp [dotProduct, Fintype.sum_option]
    -- the energy above `E` is a sum of squares
    have hsq : 0 ≤ ∑ i, (D + gap D K N) * (x (some i) - amplitude D K N * x none) ^ 2 :=
      Finset.sum_nonneg fun i _ => by positivity
    have hid : ∑ i, (D + gap D K N) * (x (some i) - amplitude D K N * x none) ^ 2 =
        ∑ i, (x none * (K * x (some i)) + x (some i) * (K * x none + 2 * D * x (some i))
          - cidEnergy D K N * (x (some i) * x (some i))
          - K * amplitude D K N * x none ^ 2) := by
      refine Finset.sum_congr rfl fun i _ => ?_
      unfold cidEnergy
      linear_combination (-2 * x none * x (some i) + amplitude D K N * x none ^ 2) * hc
    simp only [Finset.sum_sub_distrib, Finset.sum_add_distrib, Finset.sum_const,
      Finset.card_univ, Fintype.card_fin, nsmul_eq_mul] at hid
    have e1 : x none * ∑ i, K * x (some i) = ∑ i, x none * (K * x (some i)) :=
      Finset.mul_sum _ _ _
    have e2 : cidEnergy D K N * ∑ i, x (some i) * x (some i) =
        ∑ i, cidEnergy D K N * (x (some i) * x (some i)) := Finset.mul_sum _ _ _
    have e3 : N * (K * amplitude D K N * x none ^ 2) = cidEnergy D K N * (x none * x none) := by
      unfold cidEnergy
      linear_combination x none ^ 2 * h1
    rw [hx, hn, mul_add]
    linarith

/-- For `D > 0` the reference weight is `w = 1/2 + D / (2 √(D² + N K²))`. -/
theorem refWeight_eq {D : ℝ} (hD : 0 < D) (K : ℝ) (N : ℕ) :
    refWeight D K N = 1 / 2 + D / (2 * gap D K N) := by
  have hS := gap_pos hD K N
  have hn : cidState D K N ⬝ᵥ cidState D K N =
      1 + N * (amplitude D K N * amplitude D K N) := by
    simp [dotProduct, Fintype.sum_option, cidState]
  have h2 : 1 + N * (amplitude D K N * amplitude D K N) =
      2 * gap D K N / (D + gap D K N) := by
    rw [eq_div_iff (by positivity)]
    linear_combination N * amplitude D K N * amplitude_mul hD K N - energy_amplitude hD K N
  rw [refWeight, hn, h2, cidState]
  field_simp
  ring

lemma gap_sub {D : ℝ} (hD : 0 < D) (K : ℝ) (N : ℕ) :
    gap D K N - gap D K 1 = (N - 1) * K ^ 2 / (gap D K N + gap D K 1) := by
  have h1 : gap D K 1 ^ 2 = D ^ 2 + K ^ 2 := by simp [gap_sq]
  rw [eq_div_iff (add_pos (gap_pos hD K N) (gap_pos hD K 1)).ne']
  linear_combination gap_sq D K N - h1

/-- For `D > 0` the error of the corrected energy is `K⁴` times an explicit difference of a
size-consistency term and a correction term. -/
theorem correctionError_eq {D : ℝ} (hD : 0 < D) (g K : ℝ) (N : ℕ) :
    correctionError g D K N = K ^ 4 *
      (N * (N - 1) / ((gap D K N + D) * (gap D K 1 + D) * (gap D K N + gap D K 1))
        - g * (N ^ 2 / (2 * gap D K N * (gap D K N + D) ^ 2))) := by
  have hd := gap_sub hD K N
  have hS2 := gap_sq D K N
  have hs2 : gap D K 1 ^ 2 = D ^ 2 + K ^ 2 := by simp [gap_sq]
  have hS := gap_pos hD K N
  have hs := gap_pos hD K 1
  rw [correctionError, refWeight_eq hD, cidEnergy, cidEnergy]
  generalize gap D K N = S at *
  generalize gap D K 1 = s at *
  have hE : S - D = N * K ^ 2 / (S + D) := by
    rw [eq_div_iff (by positivity)]
    linear_combination hS2
  have he : s - D = K ^ 2 / (s + D) := by
    rw [eq_div_iff (by positivity)]
    linear_combination hs2
  -- the size-consistency error of plain CID
  have h1 : (D - S) - N * (D - s) = K ^ 4 * (N * (N - 1) / ((S + D) * (s + D) * (S + s))) := by
    calc (D - S) - N * (D - s) = N * (s - D) - (S - D) := by ring
      _ = N * K ^ 2 * (S - s) / ((S + D) * (s + D)) := by
        rw [hE, he]
        field_simp
        ring
      _ = _ := by
        rw [hd]
        field_simp
  -- the unscaled correction
  have h2 : (1 - (1 / 2 + D / (2 * S))) * (D - S) =
      -(K ^ 4 * (N ^ 2 / (2 * S * (S + D) ^ 2))) := by
    calc (1 - (1 / 2 + D / (2 * S))) * (D - S) = -((S - D) ^ 2 / (2 * S)) := by
          field_simp
          ring
      _ = _ := by
        rw [hE]
        field_simp
  linear_combination h1 + g * h2

lemma tendsto_gap {D : ℝ} (hD : 0 < D) (N : ℕ) :
    Tendsto (fun K => gap D K N) (𝓝[≠] 0) (𝓝 D) := by
  have hc : Continuous fun K => gap D K N := by
    unfold gap
    fun_prop
  have h0 : gap D 0 N = D := by simp [gap, Real.sqrt_sq hD.le]
  have h := hc.tendsto 0
  rw [h0] at h
  exact h.mono_left nhdsWithin_le_nhds

/-- For `D > 0` and any factor `g`, the error of `E + g (1 - w) E` divided by `K⁴` tends to
`N (N - 1 - g N) / (8 D³)` as the coupling `K` tends to zero. -/
theorem quartic_error {D : ℝ} (hD : 0 < D) (g : ℝ) (N : ℕ) :
    Tendsto (fun K => correctionError g D K N / K ^ 4) (𝓝[≠] 0)
      (𝓝 (N * (N - 1 - g * N) / (8 * D ^ 3))) := by
  have hS := tendsto_gap hD N
  have hs := tendsto_gap hD 1
  have hlim := ((tendsto_const_nhds (x := (N * (N - 1) : ℝ))).div
    (((hS.add_const D).mul (hs.add_const D)).mul (hS.add hs)) (by positivity)).sub
    (((tendsto_const_nhds (x := (N ^ 2 : ℝ))).div
      ((hS.const_mul 2).mul ((hS.add_const D).pow 2)) (by positivity)).const_mul g)
  have hval : N * (N - 1) / ((D + D) * (D + D) * (D + D))
      - g * (N ^ 2 / (2 * D * (D + D) ^ 2)) = N * (N - 1 - g * N) / (8 * D ^ 3) := by
    rw [← two_mul]
    field_simp
    ring
  rw [← hval]
  refine hlim.congr' ?_
  filter_upwards [self_mem_nhdsWithin] with K hK
  have hK : K ≠ 0 := hK
  rw [correctionError_eq hD, mul_div_cancel_left₀ _ (pow_ne_zero 4 hK)]
  rfl

/-- For `D > 0` and `N ≥ 1`, the corrected energy is free of error at order `K⁴` exactly when the
Davidson term is scaled by `g = 1 - 1/N`. -/
theorem quartic_error_vanishes_iff {D : ℝ} (hD : 0 < D) (g : ℝ) {N : ℕ} (hN : 1 ≤ N) :
    Tendsto (fun K => correctionError g D K N / K ^ 4) (𝓝[≠] 0) (𝓝 0) ↔
      g = 1 - 1 / (N : ℝ) := by
  have hN0 : (N : ℝ) ≠ 0 := by
    have : N ≠ 0 := by omega
    exact_mod_cast this
  have hlim := quartic_error hD g N
  constructor
  · intro h
    have h0 := (tendsto_nhds_unique h hlim).symm
    have h1 := (div_eq_zero_iff.mp h0).resolve_right (by positivity)
    have h2 := (mul_eq_zero.mp h1).resolve_left hN0
    field_simp
    linarith
  · intro hg
    have h0 : (N : ℝ) - 1 - g * N = 0 := by
      rw [hg, sub_mul, one_div_mul_cancel hN0]
      ring
    rwa [h0, mul_zero, zero_div] at hlim

/-- For `D > 0` and a factor with `N g = N - 1`, the error of the corrected energy is `K⁶` times
an explicit quotient, at every coupling `K`. -/
theorem scaled_error_eq {D g : ℝ} (hD : 0 < D) (K : ℝ) {N : ℕ} (hg : N * g = N - 1) :
    correctionError g D K N = K ^ 6 *
      (N * (N - 1) ^ 2 * (2 * gap D K N + gap D K 1 + D) /
        (2 * gap D K N * (gap D K N + D) ^ 2 * (gap D K 1 + D)
          * (gap D K N + gap D K 1) ^ 2)) := by
  have hd := gap_sub hD K N
  have hS := gap_pos hD K N
  have hs := gap_pos hD K 1
  rw [correctionError_eq hD]
  generalize gap D K N = S at *
  generalize gap D K 1 = s at *
  have h1 : g * (N ^ 2 / (2 * S * (S + D) ^ 2)) = N * (N - 1) / (2 * S * (S + D) ^ 2) := by
    rw [← mul_div_assoc]
    congr 1
    linear_combination N * hg
  -- the two quartic terms differ by a multiple of `S - s`, which is of order `K²`
  have h2 : N * (N - 1) / ((S + D) * (s + D) * (S + s)) - N * (N - 1) / (2 * S * (S + D) ^ 2) =
      N * (N - 1) * (S - s) * (2 * S + s + D) /
        (2 * S * (S + D) ^ 2 * (s + D) * (S + s)) := by
    field_simp
    ring
  rw [eq_div_iff (by positivity)] at hd
  rw [h1, h2, ← mul_div_assoc, ← mul_div_assoc, div_eq_div_iff (by positivity) (by positivity)]
  linear_combination K ^ 4 * N * (N - 1) * (2 * S + s + D) *
    (2 * S * (S + D) ^ 2 * (s + D)) * (S + s) * hd

/-- For `D > 0`, `K ≠ 0`, at least two molecules and `N g = N - 1`, the corrected energy lies
strictly above `N` times the energy of a single molecule. -/
theorem scaled_error_pos {D g K : ℝ} (hD : 0 < D) (hK : K ≠ 0) {N : ℕ} (hN : 2 ≤ N)
    (hg : N * g = N - 1) : 0 < correctionError g D K N := by
  have hS := gap_pos hD K N
  have hs := gap_pos hD K 1
  have hN2 : (2 : ℝ) ≤ N := by exact_mod_cast hN
  have hN0 : (0 : ℝ) < N := by linarith
  have hN1 : (0 : ℝ) < N - 1 := by linarith
  rw [scaled_error_eq hD K hg]
  positivity

/-- For `D > 0` and `N g = N - 1`, the error of the corrected energy divided by `K⁶` tends to
`N (N - 1)² / (16 D⁵)` as the coupling `K` tends to zero. -/
theorem scaled_sextic_error {D g : ℝ} (hD : 0 < D) {N : ℕ} (hg : N * g = N - 1) :
    Tendsto (fun K => correctionError g D K N / K ^ 6) (𝓝[≠] 0)
      (𝓝 (N * (N - 1) ^ 2 / (16 * D ^ 5))) := by
  have hS := tendsto_gap hD N
  have hs := tendsto_gap hD 1
  have hlim := ((((hS.const_mul 2).add hs).add_const D).const_mul (N * (N - 1) ^ 2 : ℝ)).div
    ((((hS.const_mul 2).mul ((hS.add_const D).pow 2)).mul (hs.add_const D)).mul
      ((hS.add hs).pow 2)) (by positivity)
  have hval : N * (N - 1) ^ 2 * (2 * D + D + D) /
      (2 * D * (D + D) ^ 2 * (D + D) * (D + D) ^ 2) = N * (N - 1) ^ 2 / (16 * D ^ 5) := by
    rw [div_eq_div_iff (by positivity) (by positivity)]
    ring
  rw [← hval]
  refine hlim.congr' ?_
  filter_upwards [self_mem_nhdsWithin] with K hK
  have hK : K ≠ 0 := hK
  rw [scaled_error_eq hD K hg, mul_div_cancel_left₀ _ (pow_ne_zero 6 hK)]
  rfl

end

end ScaledDavidsonCorrection
```

```lean
#print axioms ScaledDavidsonCorrection.correctionError_eq
#print axioms ScaledDavidsonCorrection.quartic_error_vanishes_iff
#print axioms ScaledDavidsonCorrection.scaled_error_pos
#print axioms ScaledDavidsonCorrection.scaled_sextic_error
```

```
'ScaledDavidsonCorrection.correctionError_eq' depends on axioms: [propext, Classical.choice, Quot.sound]
'ScaledDavidsonCorrection.quartic_error_vanishes_iff' depends on axioms: [propext, Classical.choice, Quot.sound]
'ScaledDavidsonCorrection.scaled_error_pos' depends on axioms: [propext, Classical.choice, Quot.sound]
'ScaledDavidsonCorrection.scaled_sextic_error' depends on axioms: [propext, Classical.choice, Quot.sound]
```

## What the theorems say, and for which molecules

In the index type `Option (Fin N)`, `none` is the reference and `some i` the double excitation on molecule `i`. Energies are relative to the reference. `D` is often written $\Delta$ in textbooks, and `gap` is the square root $S$, not an excitation gap. `cidState` is unnormalised; `refWeight` divides by its squared norm. The filter `𝓝[≠] 0` means $K\to0$ through nonzero values of either sign, and `N * g = N - 1` is $g=1-1/N$ without the division.

`cid_ground_state` proves the eigenvector equation and the sum-of-squares bound, and `refWeight_eq` the weight. In `correctionError_eq` and `scaled_error_eq`, `generalize` turns the square roots into letters, and `field_simp`, `ring` and `linear_combination` do the algebra above. `tendsto_gap` supplies $S,s\to D$ for the two limit theorems. Uniqueness of limits gives the condition on $g$ in `quartic_error_vanishes_iff`.

The two error identities hold at every real $K$; the limits alone bound nothing at a given $K$. Rounding is not modelled. The matrix is postulated: its reduction from the electronic Hamiltonian, with localised orbitals, a minimal basis and no interaction between molecules, has to be supplied separately. For interacting or unequal molecules, the theorems do not justify the factor $1-1/N$.
